# Maxwell's equal-area rule: at equal pressures, tangents to a smooth energy curve coincide exactly when the signed area vanishes

## Equal pressure does not settle coexistence

On an isotherm that is not monotonic, one pressure can belong to several volumes. If two of them are declared coexisting phases on that ground alone, the prediction can be wrong. Take the energy curve

$$E(V) = (V-2)^3 - 3V, \qquad P(V) = -E'(V) = 3 - 3(V-2)^2 .$$

The pressure is $0$ at $V=1$ and at $V=3$, but the energies are $-4$ and $-8$. At zero pressure the first state can lower its energy by $4$ by turning into the second, so the two are not in equilibrium. In this simple cubic the state at $V=1$ is also mechanically unstable, because $P$ increases with $V$ there. Local stability of both states would not be enough either: the double well below has two locally stable volumes at each pressure slightly different from $1$, and their tangents are different lines. A second condition is needed besides equal pressure. It can be put as a common tangent to $E$ or as a vanishing signed area between $P$ and the horizontal line at the common pressure, and Maxwell's rule says that these are the same condition.

Here $E(V)$ is the Helmholtz energy of a fixed amount of substance at fixed temperature; at zero temperature it is the internal energy. The mathematics also applies to the internal energy along an adiabat, but coexisting phases generally differ in entropy, so the coexistence reading belongs to the isotherm.

In electronic structure work, common tangents to zero-temperature energy–volume curves give transition pressures; the rule applies there when a single continuously differentiable curve runs through both phases.

## From the work integral to the common tangent

Let $E$ be continuously differentiable on the reals, let $a$ and $b$ be two volumes, and let $p$ be a pressure. The fundamental theorem of calculus gives

$$\int_a^b P(V)\,dV = -\int_a^b E'(V)\,dV = E(a)-E(b).$$

Subtracting the constant $p$ from the integrand gives the signed area between the isotherm and the horizontal line at $p$:

$$\int_a^b \bigl(P(V)-p\bigr)\,dV = E(a)-E(b)-p(b-a) = \bigl(E(a)+pa\bigr)-\bigl(E(b)+pb\bigr).$$

The tangent line at $a$ is

$$T_a(V) = E(a)+E'(a)(V-a) = \bigl(E(a)+P(a)\,a\bigr) - P(a)\,V .$$

Its slope is $-P(a)$ and its intercept at $V=0$ is $E(a)+P(a)\,a$. Two lines coincide exactly when their slopes and intercepts agree. If $P(a)=P(b)=p$, the slopes agree already, and the intercepts agree exactly when $E(a)+pa=E(b)+pb$. By the previous formula, this holds exactly when the signed area is zero.

The quantity $E+pV$ is the Gibbs energy when $E$ is the Helmholtz energy. For a pure substance, its equality for equal amounts in the two phases is equality of the chemical potentials. The Lean name `common_tangent_iff_enthalpy_eq` uses the zero-temperature word: there $E$ is the internal energy and $E+pV$ the enthalpy. At finite temperature, coexisting phases generally differ in enthalpy, and it is the Gibbs energies that agree.

## A third volume and the lever rule

Suppose that $a<b$ and that the tangents coincide, with common pressure $p$. Then $E(b)-E(a)=-p(b-a)$. The mean value theorem supplies a volume $c$ strictly between $a$ and $b$ with

$$E'(c)=\frac{E(b)-E(a)}{b-a}=-p,$$

so $P(c)=p$.

Now put a fraction $x$ of the substance in the phase at $b$ and $1-x$ in the phase at $a$. The mean volume is $v=(1-x)a+xb$. Since $T_a$ is a straight line and $T_a(b)=T_b(b)=E(b)$,

$$T_a(v)=(1-x)T_a(a)+xT_a(b)=(1-x)E(a)+xE(b).$$

The energy of the mixture therefore lies on the common tangent. If $E(V)\ge T_a(V)$ for every $V$, the mixture has at most the energy $E(v)$ of the homogeneous state. This inequality is a separate assumption, expressing that the two phases are stable against any other division of the substance. Equal areas do not imply it: $-((V-2)^2-1)^2$ has the common tangent $0$ at $1$ and $3$, but lies below it elsewhere.

## A double well in numbers

Take $E(V)=((V-2)^2-1)^2-V$. With $u=V-2$, the pressure is $P=1-4u(u^2-1)$, which equals $1$ at $V=1,2,3$. The two lobes of the area are

$$\int_{-1}^{0}(4u-4u^3)\,du=-1,\qquad \int_{0}^{1}(4u-4u^3)\,du=1,$$

and they cancel. The energies at the outer volumes are $E(1)=-1$ and $E(3)=-3$, and both tangents are the line $-V$. At $V=2$, an equal mixture has energy $-2$, while the homogeneous state has $E(2)=-1$.

## Zero area without equal pressures

The rule needs the reference pressure at both ends. As a purely mathematical example, not a model of two stable phases, let $E(V)=(V-1)^2(V-2)$, $a=1$, $b=2$ and $p=0$. Then $P(1)=0$ and $E(1)=E(2)=0$, so the area relative to $p$ vanishes. But $P(2)=-1$, and the tangents are the different lines $0$ and $V-2$.

## What the Lean statements say

`pressure E V` is $-E'(V)$, and `tangentLine E a` is the whole function $T_a$. The equation `tangentLine E a = tangentLine E b` therefore means agreement at every real volume. The hypothesis `ContDiff ℝ 1 E` says that $E$ is continuously differentiable on all of $\mathbb R$.

`maxwell_equal_area` assumes that the pressure is `p` at `a` and `b`, and states the equivalence between coinciding tangents and zero integral. It requires no order between the volumes, because `∫ V in a..b` is an oriented integral. `common_tangent_iff` does not presuppose equal pressures: it makes their equality part of the condition. Only `exists_intermediate_volume` requires `a < b`.

The domain is an idealisation: physical volumes are positive, and a van der Waals free energy is defined only above the excluded volume. The equal-area rule still covers it. For volumes $a<b$ in its domain, keep the curve on $[a,b]$ and continue it outside by its tangent lines at the two ends. The new curve is continuously differentiable on all of $\mathbb R$, and the pressures and tangents at $a$ and $b$ and the area between them are unchanged. The theorems test a given pair of volumes; they do not show that a given curve has a coexisting pair. The mixture energy is the weighted sum of the phase energies, without an interface term.

The two mixture theorems allow any real `x`, though a phase fraction lies between $0$ and $1$. They also do not assume differentiability; Lean's `deriv` is zero where no derivative exists, so the line is a true tangent only where $E$ is differentiable.

## The complete Lean file

```lean
import Mathlib

open Set

namespace MaxwellEqualArea

noncomputable section

/-- The pressure `P = -dE/dV` belonging to the energy curve `E(V)`. -/
def pressure (E : ℝ → ℝ) (V : ℝ) : ℝ := -deriv E V

/-- The tangent line to the energy curve at volume `a`, as a function of the volume `V`. -/
def tangentLine (E : ℝ → ℝ) (a V : ℝ) : ℝ := E a + deriv E a * (V - a)

/-- The double well `((V - 2) ^ 2 - 1) ^ 2`, whose minima are at volumes 1 and 3, tilted by adding
the linear term `-p * V`. -/
def doubleWell (p V : ℝ) : ℝ := ((V - 2) ^ 2 - 1) ^ 2 - p * V

/-- A cubic energy curve. -/
def cubicEnergy (V : ℝ) : ℝ := (V - 2) ^ 3 - 3 * V

variable {E : ℝ → ℝ} {a b p : ℝ}

/-- For a continuously differentiable energy, the work integral of the pressure from `a` to `b`
is the energy released. -/
theorem integral_pressure (hE : ContDiff ℝ 1 E) (a b : ℝ) :
    ∫ V in a..b, pressure E V = E a - E b := by
  have hd : ∀ V ∈ uIcc a b, HasDerivAt (fun V => -E V) (pressure E V) V :=
    fun V _ => ((hE.differentiable (by simp)) V).hasDerivAt.fun_neg
  have hc : Continuous (pressure E) := (hE.continuous_deriv (by simp)).neg
  rw [intervalIntegral.integral_eq_sub_of_hasDerivAt hd (hc.intervalIntegrable a b)]
  ring

/-- For a continuously differentiable energy, the signed area between the isotherm or adiabat
`P(V)` and the horizontal line at `p` is the energy released minus the work `p (b - a)`. -/
theorem integral_pressure_sub (hE : ContDiff ℝ 1 E) (a b p : ℝ) :
    ∫ V in a..b, (pressure E V - p) = E a - E b - p * (b - a) := by
  have hc : Continuous (pressure E) := (hE.continuous_deriv (by simp)).neg
  have hp : IntervalIntegrable (fun _ : ℝ => p) MeasureTheory.volume a b :=
    continuous_const.intervalIntegrable a b
  rw [intervalIntegral.integral_sub (hc.intervalIntegrable a b) hp, integral_pressure hE,
    intervalIntegral.integral_const, smul_eq_mul]
  ring

/-- For a continuously differentiable energy, the tangent lines at `a` and `b` coincide exactly
when the pressures agree and the signed area between `P(V)` and that pressure vanishes. -/
theorem common_tangent_iff (hE : ContDiff ℝ 1 E) :
    tangentLine E a = tangentLine E b ↔
      pressure E a = pressure E b ∧ ∫ V in a..b, (pressure E V - pressure E a) = 0 := by
  rw [integral_pressure_sub hE]
  simp only [pressure]
  constructor
  · intro h
    -- two points of the line fix its slope and its intercept
    have h0 := congrFun h 0
    have h1 := congrFun h 1
    simp only [tangentLine] at h0 h1
    have hd : deriv E a = deriv E b := by linear_combination h1 - h0
    exact ⟨by rw [hd], by linear_combination h0 + b * hd⟩
  · rintro ⟨hp, hA⟩
    funext V
    simp only [tangentLine]
    linear_combination hA - (V - b) * hp

/-- **Maxwell equal-area rule.** For a continuously differentiable energy with pressure `p` at
both `a` and `b`, the tangent lines there coincide exactly when the integral of `P(V) - p` from
`a` to `b` is zero. -/
theorem maxwell_equal_area (hE : ContDiff ℝ 1 E)
    (ha : pressure E a = p) (hb : pressure E b = p) :
    tangentLine E a = tangentLine E b ↔ ∫ V in a..b, (pressure E V - p) = 0 := by
  rw [common_tangent_iff hE, ha, hb]
  exact ⟨fun h => h.2, fun h => ⟨rfl, h⟩⟩

/-- For a continuously differentiable energy with pressure `p` at both `a` and `b`, the tangent
lines there coincide exactly when `E + pV` takes the same value at the two volumes. -/
theorem common_tangent_iff_enthalpy_eq (hE : ContDiff ℝ 1 E)
    (ha : pressure E a = p) (hb : pressure E b = p) :
    tangentLine E a = tangentLine E b ↔ E a + p * a = E b + p * b := by
  rw [maxwell_equal_area hE ha hb, integral_pressure_sub hE]
  constructor <;> intro h <;> linear_combination h

/-- If a continuously differentiable energy has a common tangent at volumes `a < b`, then some
volume strictly between them has the same pressure. -/
theorem exists_intermediate_volume (hE : ContDiff ℝ 1 E) (hab : a < b)
    (h : tangentLine E a = tangentLine E b) :
    ∃ c ∈ Ioo a b, pressure E c = pressure E a := by
  have hA := ((common_tangent_iff hE).1 h).2
  rw [integral_pressure_sub hE] at hA
  -- the chord has the slope of the common tangent, and the mean value theorem applies to it
  obtain ⟨c, hc, hs⟩ := exists_deriv_eq_slope E hab hE.continuous.continuousOn
    (hE.differentiable (by simp)).differentiableOn
  have hne : b - a ≠ 0 := (sub_pos.2 hab).ne'
  have h2 : deriv E c * (b - a) = E b - E a := by rw [hs, div_mul_cancel₀ _ hne]
  refine ⟨c, hc, mul_right_cancel₀ hne ?_⟩
  simp only [pressure] at hA ⊢
  linear_combination hA - h2

/-- **Lever rule on the common tangent.** If the tangent lines at `a` and `b` coincide, the line at
the mean volume with weights `1 - x` and `x` gives the mean energy with the same weights. -/
theorem tangentLine_mixture (h : tangentLine E a = tangentLine E b) (x : ℝ) :
    tangentLine E a ((1 - x) * a + x * b) = (1 - x) * E a + x * E b := by
  have hb := congrFun h b
  simp only [tangentLine] at hb ⊢
  linear_combination x * hb

/-- If the tangent lines at `a` and `b` coincide and the energy curve nowhere falls below them,
a mixture of the two phases has at most the energy of the homogeneous state of equal volume. -/
theorem mixture_energy_le (h : tangentLine E a = tangentLine E b)
    (hs : ∀ V, tangentLine E a V ≤ E V) (x : ℝ) :
    (1 - x) * E a + x * E b ≤ E ((1 - x) * a + x * b) := by
  rw [← tangentLine_mixture h x]
  exact hs _

/-- The tilted double well is continuously differentiable, has pressure `p` at volumes 1 and 3,
and has a common tangent there below which it never falls. -/
theorem doubleWell_witness (p : ℝ) :
    ContDiff ℝ 1 (doubleWell p) ∧ pressure (doubleWell p) 1 = p ∧
      pressure (doubleWell p) 3 = p ∧
      tangentLine (doubleWell p) 1 = tangentLine (doubleWell p) 3 ∧
      ∀ V, tangentLine (doubleWell p) 1 V ≤ doubleWell p V := by
  have hd : ∀ V, deriv (doubleWell p) V = 4 * (V - 2) * ((V - 2) ^ 2 - 1) - p := by
    intro V
    have h1 : HasDerivAt (fun V : ℝ => V - 2) 1 V := (hasDerivAt_id' V).sub_const 2
    have h2 : HasDerivAt (doubleWell p) (4 * (V - 2) * ((V - 2) ^ 2 - 1) - p) V :=
      ((((h1.fun_pow 2).sub_const 1).fun_pow 2).fun_sub
        ((hasDerivAt_id' V).const_mul p)).congr_deriv (by
          simp only [Nat.reduceSub, Nat.cast_ofNat]
          ring)
    exact h2.deriv
  refine ⟨by unfold doubleWell; fun_prop, ?_, ?_, ?_, fun V => ?_⟩
  · rw [pressure, hd]; ring
  · rw [pressure, hd]; ring
  · funext V
    simp only [tangentLine, hd]
    simp only [doubleWell]
    ring
  · -- the height above the tangent is a perfect square
    simp only [tangentLine, hd]
    simp only [doubleWell]
    nlinarith [sq_nonneg ((V - 2) ^ 2 - 1)]

/-- Equal pressures alone do not give a common tangent: the cubic energy curve is continuously
differentiable and has equal pressures at volumes 1 and 3, but different tangent lines there. -/
theorem equal_pressure_not_sufficient :
    ContDiff ℝ 1 cubicEnergy ∧ pressure cubicEnergy 1 = pressure cubicEnergy 3 ∧
      tangentLine cubicEnergy 1 ≠ tangentLine cubicEnergy 3 := by
  have hd : ∀ V, deriv cubicEnergy V = 3 * (V - 2) ^ 2 - 3 := by
    intro V
    have h1 : HasDerivAt (fun V : ℝ => V - 2) 1 V := (hasDerivAt_id' V).sub_const 2
    have h2 : HasDerivAt cubicEnergy (3 * (V - 2) ^ 2 - 3) V :=
      ((h1.fun_pow 3).fun_sub ((hasDerivAt_id' V).const_mul 3)).congr_deriv (by
        simp only [Nat.reduceSub, Nat.cast_ofNat]
        ring)
    exact h2.deriv
  refine ⟨by unfold cubicEnergy; fun_prop, ?_, fun h => ?_⟩
  · rw [pressure, pressure, hd, hd]; ring
  · have h0 := congrFun h 0
    simp only [tangentLine, hd] at h0
    simp only [cubicEnergy] at h0
    norm_num at h0

end

end MaxwellEqualArea
```

```lean
#print axioms MaxwellEqualArea.maxwell_equal_area
-- 'MaxwellEqualArea.maxwell_equal_area' depends on axioms: [propext, Classical.choice, Quot.sound]
#print axioms MaxwellEqualArea.common_tangent_iff_enthalpy_eq
-- 'MaxwellEqualArea.common_tangent_iff_enthalpy_eq' depends on axioms: [propext, Classical.choice, Quot.sound]
#print axioms MaxwellEqualArea.mixture_energy_le
-- 'MaxwellEqualArea.mixture_energy_le' depends on axioms: [propext, Classical.choice, Quot.sound]
#print axioms MaxwellEqualArea.equal_pressure_not_sufficient
-- 'MaxwellEqualArea.equal_pressure_not_sufficient' depends on axioms: [propext, Classical.choice, Quot.sound]
```

## The proof, from area to tangent

`integral_pressure` uses $-E$ as an antiderivative of the pressure; continuity of $E'$ makes the pressure integrable. `integral_pressure_sub` splits off the constant and gives the signed-area formula.

In `common_tangent_iff`, the forward direction evaluates the two lines at volumes $0$ and $1$. The difference of these equations gives equal slopes, and the equation at $0$ then gives the area condition. Conversely, `funext V` reduces equality of the lines to equality at an arbitrary volume, and `linear_combination` assembles it from the pressure and area equations. `maxwell_equal_area` inserts the given pressure `p`, and `common_tangent_iff_enthalpy_eq` rearranges the area formula into equality of $E+pV$.

For the third volume, `exists_deriv_eq_slope` is the mean value theorem. The area condition identifies the slope of the chord with that of the common tangent, and cancelling the nonzero factor $b-a$ gives the pressure at `c`.

`tangentLine_mixture` evaluates the common line at `b` and multiplies that equation by `x`, which is the lever calculation above. `mixture_energy_le` then applies the supporting-line assumption `hs` at the mean volume.

`doubleWell_witness` treats the double well for every tilt `p`. After the derivative is computed, the height of the curve above its tangent is $((V-2)^2-1)^2$, which is nonnegative as a square. `equal_pressure_not_sufficient` treats the opening cubic: its tangents at $1$ and $3$ are horizontal, and comparing them at $V=0$ would require $-4=-8$.
